# With Outgoing Boundary Terms, a Real Symmetric Problem Is Singular Exactly When a Nonzero Null Vector Vanishes in Every Channel

One way to compute a one-particle scattering amplitude on a finite grid at a fixed energy is to assemble a matrix for the interior region, add a term that lets waves leave through the boundary, and solve a linear system for the response to a source. Every source has exactly one response when the full matrix is nonsingular, which can happen even at an energy where the closed region has an eigenstate and its own matrix is singular. For a real symmetric interior matrix and positive channel momenta, there is an exact test: the full matrix is singular if and only if some nonzero null vector of the closed problem has no amplitude in any channel.

## Flux out of a null vector

Let \(A\) be the real symmetric matrix of the closed region, for instance \(H-E\) at a fixed energy \(E\). Each open channel \(a\) has a real vector, stored as a row of the matrix \(V\), so that \((Vx)_a\) is the amplitude of \(x\) in that channel. Each channel also has a momentum \(k_a>0\). Define

\[
W = V^{T}\,\mathrm{diag}(k)\,V, \qquad M = A - iW .
\]

With one channel vector \(v\), this is \(M=A-ik\,vv^{T}\). In units where the kinetic energy is \(-d^2/dx^2\), the term replaces the condition \(\psi'=0\) at the boundary of the closed region by \(\psi'=ik\psi\), with the derivative taken outwards: whatever reaches the boundary continues as an outward-travelling wave. A positive \(k_a\) means that the channel is open and carries probability away.

**Claim.** \(M\) is singular if and only if some nonzero real \(x\) satisfies \(Ax=0\) and \(Vx=0\).

The quadratic form of \(W\) is a weighted sum of squares:

\[
x^{T}Wx = (Vx)^{T}\mathrm{diag}(k)(Vx) = \sum_a k_a (Vx)_a^2 .
\]

Write a complex amplitude vector as \(z=x+iy\), with \(x\) and \(y\) real. Then

\[
Mz = (Ax+Wy) + i\,(Ay-Wx),
\]

and therefore

\[
\operatorname{Im} z^{\dagger}Mz = x^{T}(Ay-Wx) - y^{T}(Ax+Wy).
\]

Symmetry of \(A\) gives \(x^{T}Ay=y^{T}Ax\), so the interior drops out:

\[
\operatorname{Im} z^{\dagger}Mz = -\sum_a k_a\left[(Vx)_a^2+(Vy)_a^2\right].
\]

Up to a constant factor, the sum is the probability flux leaving through the channels.

Suppose now that \(Mz=0\) with \(z\neq0\). The left side is zero. No term of the sum is negative, so every term is zero, and since \(k_a>0\), both \((Vx)_a\) and \((Vy)_a\) vanish for every \(a\). Hence \(Wx=Wy=0\), and the two parts of \(Mz=0\) reduce to \(Ax=0\) and \(Ay=0\). At least one of \(x\) and \(y\) is nonzero, and it is the required real vector. Conversely, if \(Ax=0\) and \(Vx=0\) with \(x\ne0\), then \(Wx=0\) and \(Mx=0\), so \(M\) is singular.

In this finite, fixed-energy model with at least one channel, the surviving singularities belong to states that remain bound although channels are open.

## The closed region and its channels in Lean

The finite types `n` and `c` index the grid points (or basis functions) and the channels.

```lean
import Mathlib

open Matrix

namespace OutgoingBoundary

noncomputable section

variable {n c : Type*} [Fintype n] [Fintype c] [DecidableEq c]
```

A complex amplitude is handled through two real vectors, the \(x\) and \(y\) of the derivation.

```lean
/-- The real parts of a complex amplitude vector. -/
def rePart (z : n → ℂ) : n → ℝ := fun i => (z i).re

/-- The imaginary parts of a complex amplitude vector. -/
def imPart (z : n → ℂ) : n → ℝ := fun i => (z i).im
```

`widthMatrix V k` is \(W\), and `outgoingMatrix A V k` is \(M\). The minus sign fixes the outgoing convention. The momenta are given numbers: nothing ties them to the energy inside `A`, and the boundary term is postulated, not derived from an exterior region.

```lean
/-- The width matrix `Vᵀ diag(k) V`: the rows of `V` are the channel vectors and `k` lists the
channel momenta. -/
def widthMatrix (V : Matrix c n ℝ) (k : c → ℝ) : Matrix n n ℝ :=
  Vᵀ * Matrix.diagonal k * V

/-- The matrix `A - i Vᵀ diag(k) V` of a closed-region problem `A` with a boundary term in every
channel; the term is outgoing where the entry of `k` is positive. -/
def outgoingMatrix (A : Matrix n n ℝ) (V : Matrix c n ℝ) (k : c → ℝ) : Matrix n n ℂ :=
  Matrix.of fun i j => (A i j : ℂ) - Complex.I * (widthMatrix V k i j : ℂ)
```

## From the quadratic form to flux balance

In the code, `*ᵥ` is a matrix acting on a vector and `⬝ᵥ` is the dot product without complex conjugation. The first lemma is the weighted sum of squares. Its proof regroups the product so that `V` acts on both copies of `x`.

```lean
/-- The quadratic form of the width matrix is the sum of the squared channel amplitudes, each
weighted by its momentum. -/
theorem width_quadratic (V : Matrix c n ℝ) (k : c → ℝ) (x : n → ℝ) :
    x ⬝ᵥ (widthMatrix V k *ᵥ x) = ∑ a, k a * (V *ᵥ x) a ^ 2 := by
  unfold widthMatrix
  rw [← Matrix.mulVec_mulVec, ← Matrix.mulVec_mulVec, Matrix.dotProduct_mulVec,
    Matrix.vecMul_transpose]
  simp only [dotProduct, Matrix.mulVec_diagonal]
  exact Finset.sum_congr rfl fun a _ => by ring
```

The next two lemmas are the real and imaginary parts of \(Mz\), checked entry by entry.

```lean
/-- The real part of the outgoing matrix acting on an amplitude vector. -/
theorem rePart_mulVec (A : Matrix n n ℝ) (V : Matrix c n ℝ) (k : c → ℝ) (z : n → ℂ) :
    rePart (outgoingMatrix A V k *ᵥ z)
      = A *ᵥ rePart z + widthMatrix V k *ᵥ imPart z := by
  funext i
  simp only [rePart, imPart, Matrix.mulVec, dotProduct, Pi.add_apply, Complex.re_sum,
    ← Finset.sum_add_distrib]
  exact Finset.sum_congr rfl fun j _ => by simp [outgoingMatrix]

/-- The imaginary part of the outgoing matrix acting on an amplitude vector. -/
theorem imPart_mulVec (A : Matrix n n ℝ) (V : Matrix c n ℝ) (k : c → ℝ) (z : n → ℂ) :
    imPart (outgoingMatrix A V k *ᵥ z)
      = A *ᵥ imPart z - widthMatrix V k *ᵥ rePart z := by
  funext i
  simp only [rePart, imPart, Matrix.mulVec, dotProduct, Pi.sub_apply, Complex.im_sum,
    ← Finset.sum_sub_distrib]
  exact Finset.sum_congr rfl fun j _ => by simp [outgoingMatrix]; ring
```

Flux balance needs conjugation, which `star z` supplies. Inside the proof, `split` writes the imaginary part of \(z^{\dagger}w\) in real vectors, and `sym` is the identity \(x^{T}Ay=y^{T}Ax\). The hypothesis `A.IsSymm` is used only there. Because `A` is real and symmetric, complex hopping in a magnetic field and absorption inside the region are not covered.

```lean
/-- Flux balance: the imaginary part of `⟨z, M z⟩` is minus the sum of the channel intensities,
each weighted by its momentum. -/
theorem flux_balance {A : Matrix n n ℝ} (hA : A.IsSymm) (V : Matrix c n ℝ) (k : c → ℝ)
    (z : n → ℂ) :
    (star z ⬝ᵥ (outgoingMatrix A V k *ᵥ z)).im
      = -∑ a, k a * ((V *ᵥ rePart z) a ^ 2 + (V *ᵥ imPart z) a ^ 2) := by
  have split : ∀ w : n → ℂ,
      (star z ⬝ᵥ w).im = rePart z ⬝ᵥ imPart w - imPart z ⬝ᵥ rePart w := by
    intro w
    simp only [rePart, imPart, dotProduct, Complex.im_sum, ← Finset.sum_sub_distrib]
    exact Finset.sum_congr rfl fun j _ => by simp; ring
  -- the symmetric closed-region part carries no flux
  have sym : ∀ x y : n → ℝ, x ⬝ᵥ (A *ᵥ y) = y ⬝ᵥ (A *ᵥ x) := by
    intro x y
    rw [Matrix.dotProduct_mulVec, ← Matrix.mulVec_transpose, hA.eq, dotProduct_comm]
  rw [split, rePart_mulVec, imPart_mulVec, dotProduct_sub, dotProduct_add,
    width_quadratic, width_quadratic, sym (rePart z) (imPart z)]
  simp only [mul_add, Finset.sum_add_distrib]
  ring
```

## The determinant criterion

The main theorem says that, for symmetric `A` and strictly positive `k`, the determinant of `outgoingMatrix A V k` is zero if and only if there is a real `x` with `x ≠ 0`, `A *ᵥ x = 0` and `V *ᵥ x = 0`. The proof first trades the determinant for a nonzero complex null vector, through `Matrix.exists_mulVec_eq_zero_iff`, and then follows the derivation above. The case split on `rePart z = 0` decides whether the real or the imaginary part of `z` serves as the witness.

The argument turns on `Finset.sum_eq_zero_iff_of_nonneg`. Given a proof that each term of a finite sum is nonnegative, this Mathlib lemma makes "the sum is zero" equivalent to "every term is zero". Used as a rewrite, it changes `hflux` from one equation for the total flux into one equation per channel. This step needs only \(k_a\ge0\). Strict positivity enters in the next line, where `resolve_left (hk a).ne'` discards the possibility that the momentum is the vanishing factor.

Momenta of mixed sign would break the argument, because contributions could cancel. For the \(1\times1\) matrix \(A=0\) and two channels with vector \(1\) and momenta \(1\) and \(-1\), one finds \(W=0\). Then \(M\) is singular although every nonzero vector reaches both channels.

```lean
/-- With positive channel momenta, the outgoing matrix is singular if and only if the closed
problem has a nonzero real null vector whose amplitude vanishes in every channel. -/
theorem outgoing_singular_iff [DecidableEq n] {A : Matrix n n ℝ} (hA : A.IsSymm)
    (V : Matrix c n ℝ) {k : c → ℝ} (hk : ∀ a, 0 < k a) :
    (outgoingMatrix A V k).det = 0 ↔ ∃ x : n → ℝ, x ≠ 0 ∧ A *ᵥ x = 0 ∧ V *ᵥ x = 0 := by
  have width_zero : ∀ x : n → ℝ, V *ᵥ x = 0 → widthMatrix V k *ᵥ x = 0 := by
    intro x hx
    rw [widthMatrix, ← Matrix.mulVec_mulVec, hx, Matrix.mulVec_zero]
  rw [← Matrix.exists_mulVec_eq_zero_iff]
  constructor
  · rintro ⟨z, hz, hMz⟩
    -- a null vector loses no flux, so each channel amplitude vanishes
    have hflux := flux_balance hA V k z
    rw [hMz, dotProduct_zero, Complex.zero_im, eq_comm, neg_eq_zero,
      Finset.sum_eq_zero_iff_of_nonneg
        (fun a _ => mul_nonneg (hk a).le (by positivity))] at hflux
    have hsq : ∀ a, (V *ᵥ rePart z) a ^ 2 + (V *ᵥ imPart z) a ^ 2 = 0 := fun a =>
      (mul_eq_zero.mp (hflux a (Finset.mem_univ a))).resolve_left (hk a).ne'
    have hVx : V *ᵥ rePart z = 0 := by
      funext a
      exact pow_eq_zero_iff two_ne_zero |>.mp
        (by nlinarith [hsq a, sq_nonneg ((V *ᵥ rePart z) a), sq_nonneg ((V *ᵥ imPart z) a)])
    have hVy : V *ᵥ imPart z = 0 := by
      funext a
      exact pow_eq_zero_iff two_ne_zero |>.mp
        (by nlinarith [hsq a, sq_nonneg ((V *ᵥ rePart z) a), sq_nonneg ((V *ᵥ imPart z) a)])
    -- the boundary term drops out, leaving the closed problem
    have hx := rePart_mulVec A V k z
    have hy := imPart_mulVec A V k z
    rw [hMz, width_zero _ hVy, add_zero] at hx
    rw [hMz, width_zero _ hVx, sub_zero] at hy
    by_cases h0 : rePart z = 0
    · refine ⟨imPart z, fun h1 => hz ?_, ?_, hVy⟩
      · funext i
        exact Complex.ext (congrFun h0 i) (congrFun h1 i)
      · rw [← hy]; funext i; simp [imPart]
    · refine ⟨rePart z, h0, ?_, hVx⟩
      rw [← hx]; funext i; simp [rePart]
  · rintro ⟨x, hx, hAx, hVx⟩
    have hre : rePart (fun i => (x i : ℂ)) = x := by funext i; simp [rePart]
    have him : imPart (fun i => (x i : ℂ)) = 0 := by funext i; simp [imPart]
    refine ⟨fun i => (x i : ℂ), fun h => hx ?_, ?_⟩
    · funext i
      exact Complex.ofReal_eq_zero.mp (congrFun h i)
    · have h1 := rePart_mulVec A V k (fun i => (x i : ℂ))
      have h2 := imPart_mulVec A V k (fun i => (x i : ℂ))
      rw [hre, him, hAx, Matrix.mulVec_zero, add_zero] at h1
      rw [hre, him, width_zero x hVx, Matrix.mulVec_zero, sub_zero] at h2
      funext i
      exact Complex.ext (congrFun h1 i) (congrFun h2 i)
```

For a single channel, again with symmetric \(A\), the matrix is written out explicitly as \(A-ik\,vv^{T}\). The proof identifies it with an `outgoingMatrix` whose `V` has one row, and the condition \(Vx=0\) becomes `v ⬝ᵥ x = 0`.

```lean
/-- One channel: for `k > 0` the matrix `A - i k v vᵀ` is singular if and only if `A` has a
nonzero real null vector orthogonal to `v`. -/
theorem single_channel_singular_iff [DecidableEq n] {A : Matrix n n ℝ} (hA : A.IsSymm)
    (v : n → ℝ) {k : ℝ} (hk : 0 < k) :
    (Matrix.of fun i j => (A i j : ℂ) - Complex.I * k * v i * v j).det = 0
      ↔ ∃ x : n → ℝ, x ≠ 0 ∧ A *ᵥ x = 0 ∧ v ⬝ᵥ x = 0 := by
  have hM : (Matrix.of fun i j => (A i j : ℂ) - Complex.I * k * v i * v j)
      = outgoingMatrix A (Matrix.of fun _ : Unit => v) (fun _ => k) := by
    ext i j
    simp [outgoingMatrix, widthMatrix, Matrix.mul_apply, Matrix.diagonal]
    ring
  rw [hM, outgoing_singular_iff hA _ (fun _ => hk)]
  simp [funext_iff, Matrix.mulVec]
```

## Solvability and the number of channels

Let \(A\) be symmetric and every \(k_a\) positive, as before. If every nonzero null vector of \(A\) has some nonzero channel amplitude, then \(\det M\ne0\), and \(Mz=b\) has the one solution \(z=M^{-1}b\) for each complex source \(b\). In particular, an invertible \(A\) stays invertible when outgoing terms are added. The hypothesis `hreach` states the condition on the null vectors, and `∃!` expresses existence together with uniqueness. The proof checks that the inverse gives a solution and that any solution must equal it.

```lean
/-- If every nonzero null vector of the closed problem reaches some channel, the outgoing problem
has exactly one response to each source `b`. -/
theorem existsUnique_response [DecidableEq n] {A : Matrix n n ℝ} (hA : A.IsSymm)
    (V : Matrix c n ℝ) {k : c → ℝ} (hk : ∀ a, 0 < k a)
    (hreach : ∀ x : n → ℝ, x ≠ 0 → A *ᵥ x = 0 → V *ᵥ x ≠ 0) (b : n → ℂ) :
    ∃! z : n → ℂ, outgoingMatrix A V k *ᵥ z = b := by
  have hdet : IsUnit (outgoingMatrix A V k).det := by
    rw [isUnit_iff_ne_zero, Ne, outgoing_singular_iff hA V hk]
    rintro ⟨x, hx, hAx, hVx⟩
    exact hreach x hx hAx hVx
  refine ⟨(outgoingMatrix A V k)⁻¹ *ᵥ b, ?_, fun z hz => ?_⟩
  · simp only [Matrix.mulVec_mulVec, Matrix.mul_nonsing_inv _ hdet, Matrix.one_mulVec]
  · rw [← hz, Matrix.mulVec_mulVec, Matrix.nonsing_inv_mul _ hdet, Matrix.one_mulVec]
```

A degenerate level may need several channels. Restrict \(V\) to the null space of \(A\). If that space has larger dimension than the number of channels, the restricted map sends some nonzero vector to zero. This vector satisfies \(Ax=0\) and \(Vx=0\), so \(M\) is singular. A doubly degenerate level with one channel is an example. In Lean, `domRestrict` forms the restricted map, and `LinearMap.ker_ne_bot_of_finrank_lt` performs the dimension count.

```lean
/-- If the closed problem has more independent null vectors than there are channels, the outgoing
matrix is singular. -/
theorem singular_of_few_channels [DecidableEq n] {A : Matrix n n ℝ} (hA : A.IsSymm)
    (V : Matrix c n ℝ) {k : c → ℝ} (hk : ∀ a, 0 < k a)
    (hcard : Fintype.card c < Module.finrank ℝ (LinearMap.ker A.mulVecLin)) :
    (outgoingMatrix A V k).det = 0 := by
  -- the channel amplitudes cannot be injective on so large a null space
  have hker : LinearMap.ker (V.mulVecLin.domRestrict (LinearMap.ker A.mulVecLin)) ≠ ⊥ :=
    LinearMap.ker_ne_bot_of_finrank_lt (by rwa [Module.finrank_fintype_fun_eq_card])
  obtain ⟨x, hx, hx0⟩ := Submodule.exists_mem_ne_zero_of_ne_bot hker
  exact (outgoing_singular_iff hA V hk).mpr
    ⟨x.1, fun h => hx0 (Subtype.ext h), x.2, hx⟩
```

## A real boundary term can create a singularity

Replace \(ik\) by a real number \(\kappa\), as for a boundary condition that fixes a real logarithmic derivative. If \(Ax=v\) and \(\kappa\,v^{T}x=1\), then

\[
(A-\kappa\,vv^{T})x = v-\kappa\,(v^{T}x)\,v = 0 ,
\]

and \(x\ne0\), since otherwise \(\kappa\,v^{T}x\) would be zero. The \(1\times1\) case \(A=1\), \(v=1\), \(\kappa=1\) shows the difference: the closed problem is regular and \(1-\kappa=0\), whereas \(1-ik\) is nonzero for every real \(k\). The theorem does not need `A` to be symmetric. Its proof supplies `x` as the null vector and evaluates \(vv^{T}x\) in the auxiliary step `hv`.

```lean
/-- A real boundary term `κ v vᵀ` makes `A - κ v vᵀ` singular when `A x = v` and
`κ ⟨v, x⟩ = 1`. -/
theorem real_boundary_singular [DecidableEq n] (A : Matrix n n ℝ) {v x : n → ℝ} {κ : ℝ}
    (hx : A *ᵥ x = v) (hκ : κ * (v ⬝ᵥ x) = 1) :
    (A - κ • Matrix.vecMulVec v v).det = 0 := by
  refine Matrix.exists_mulVec_eq_zero_iff.mp ⟨x, fun h => ?_, ?_⟩
  · simp [h] at hκ
  · have hv : Matrix.vecMulVec v v *ᵥ x = (v ⬝ᵥ x) • v := by
      funext i
      simp only [Matrix.mulVec, dotProduct, Matrix.vecMulVec_apply, Pi.smul_apply,
        smul_eq_mul, Finset.sum_mul]
      exact Finset.sum_congr rfl fun j _ => by ring
    rw [Matrix.sub_mulVec, Matrix.smul_mulVec, hx, hv, smul_smul, hκ, one_smul, sub_self]
```

## A two-site chain opened at one end

Take the closed chain whose matrix \(A\) has rows \((1,-1)\) and \((-1,1)\). It has the normalised null vector \((1,1)/\sqrt2\), with amplitude \(1/\sqrt2\) on the second site. An outgoing term attached there gives

\[
\det\begin{pmatrix}1&-1\\-1&1-ik\end{pmatrix} = (1-ik)-1 = -ik .
\]

For \(k>0\) the singularity is gone, as the criterion requires. The determinant still tends to zero with \(k\), so a nonsingular matrix may be close to a singular one. Lean obtains both determinants by expanding the \(2\times2\) formula, and the identity holds for every real `k`.

```lean
/-- The two-site chain with rows `(1, -1)` and `(-1, 1)` has determinant zero when closed, and
determinant `-i k` when the boundary term `-i k` is added on its second site, for any real `k`. -/
theorem two_site_chain (k : ℝ) :
    (!![1, -1; -1, 1] : Matrix (Fin 2) (Fin 2) ℝ).det = 0 ∧
    (outgoingMatrix !![1, -1; -1, 1] (!![0, 1] : Matrix (Fin 1) (Fin 2) ℝ)
      (fun _ => k)).det = -(Complex.I * k) := by
  constructor
  · simp [Matrix.det_fin_two]
  · simp [Matrix.det_fin_two, outgoingMatrix, widthMatrix, Matrix.mul_apply, Matrix.diagonal]

end

end OutgoingBoundary
```

```lean
#print axioms OutgoingBoundary.outgoing_singular_iff
#print axioms OutgoingBoundary.single_channel_singular_iff
#print axioms OutgoingBoundary.real_boundary_singular
#print axioms OutgoingBoundary.two_site_chain
```

```
'OutgoingBoundary.outgoing_singular_iff' depends on axioms: [propext, Classical.choice, Quot.sound]
'OutgoingBoundary.single_channel_singular_iff' depends on axioms: [propext, Classical.choice, Quot.sound]
'OutgoingBoundary.real_boundary_singular' depends on axioms: [propext, Classical.choice, Quot.sound]
'OutgoingBoundary.two_site_chain' depends on axioms: [propext, Classical.choice, Quot.sound]
```
